# A Finite-Copy Error Bound for Virtual Distillation

A matrix can carry several norms, and the bound below is stated in the operator norm. Observables are therefore modelled as continuous linear maps on a finite-dimensional complex inner product space $E$, where $\|O\|$ has that meaning, and states as linear maps on $E$. The trace is basis-free, so matrices are covered once an orthonormal basis is chosen.

Let $\rho$ be a density operator with $\rho v=cv$, $\|v\|=1$ and $c>0$. For every operator $O$ and every $m\ge1$,

$$\left|\frac{\operatorname{tr}(O\rho^m)}{\operatorname{tr}(\rho^m)}-\langle v,Ov\rangle\right|\le\frac{2\|O\|(1-c)^m}{c^m+(1-c)^m}\le2\|O\|\left(\frac{1-c}{c}\right)^m .$$

The quotient is the virtual distillation estimate from $m$ copies of $\rho$. For error mitigation in quantum chemistry, the inequality bounds the bias that remains with identical copies and exact traces, relative to the expectation value in an eigenvector of the noisy state. That eigenvector may differ from the intended state. The bound decays with $m$ only if $c>1/2$, but the error itself tends to zero as $m$ grows whenever $c$ is the largest eigenvalue of $\rho$ and is non-degenerate.

## Separating the eigenvector from the noise

Put $P=|v\rangle\langle v|$ and $\sigma=\rho-cP$. Then $\sigma v=0$, and since $\rho$ is Hermitian, $\langle v,\sigma x\rangle=0$ for all $x$. Hence $\sigma P=P\sigma=0$. With $y=x-\langle v,x\rangle v$ we have $\rho y=\sigma x$, so $\langle x,\sigma x\rangle=\langle y,\rho y\rangle\ge0$. The cross terms vanish in every positive power:

$$\rho^m=c^mP+\sigma^m .$$

Diagonalise $\sigma$ with eigenvalues $p_i\ge0$ and orthonormal eigenvectors $u_i$. Taking traces gives $\sum_ip_i=1-c$, so $c\le1$ and each $p_i\le1-c$. Therefore

$$S=\sum_ip_i^m\le(1-c)^{m-1}\sum_ip_i=(1-c)^m .$$

Write $a=\langle v,Ov\rangle$ and $X=\operatorname{tr}(O\sigma^m)=\sum_ip_i^m\langle u_i,Ou_i\rangle$. Then $|a|\le\|O\|$ and $|X|\le\|O\|S$, and

$$\left|\frac{c^ma+X}{c^m+S}-a\right|=\frac{|X-aS|}{c^m+S}\le\frac{2\|O\|S}{c^m+S}.$$

The last expression increases with $S$, so $S$ may be replaced by $(1-c)^m$. Omitting $(1-c)^m$ from the denominator gives the simpler bound.

## A two-level mixture that attains the bound

For orthonormal $v,w$, take $\rho=c|v\rangle\langle v|+(1-c)|w\rangle\langle w|$ with $0<c\le1$, and $O=1-2|w\rangle\langle w|$. Then $\|O\|=1$, $\langle v,Ov\rangle=1$, and the estimate is

$$\frac{c^m-(1-c)^m}{c^m+(1-c)^m}.$$

Its distance from $1$ is exactly the sharper bound. For $c=0.8$, one copy gives $0.6$, an error of $0.4$. Two copies give $(0.64-0.04)/(0.64+0.04)\approx0.882$, an error of about $0.118$; the simpler bound gives $0.125$.

In a calculation with $m$ copies, the numerator is the expectation value of $O_1C_m$ on $\rho^{\otimes m}$ and the denominator that of $C_m$, where $C_m$ permutes the copies cyclically and $O_1$ acts on one copy. The quotient is formed classically. Shot noise and errors in the permutation circuit are further sources of error, which the bound does not cover.

## States, observables and the estimator in Lean

```lean
import Mathlib

open scoped InnerProductSpace

namespace VirtualDistillationError

noncomputable section

variable {E : Type*} [NormedAddCommGroup E] [InnerProductSpace ℂ E] [FiniteDimensional ℂ E]
```

`IsDensity` states Hermiticity, positivity and unit trace.

```lean
/-- A density operator: symmetric, positive and of trace one. -/
structure IsDensity (ρ : Module.End ℂ E) : Prop where
  symmetric : ∀ x y, ⟪ρ x, y⟫_ℂ = ⟪x, ρ y⟫_ℂ
  nonneg : ∀ x, 0 ≤ (⟪x, ρ x⟫_ℂ).re
  trace_one : LinearMap.trace ℂ E ρ = 1
```

Lean's inner product is linear in its second argument, which makes `proj v` the linear operator $|v\rangle\langle v|$. It is a projector when $v$ is a unit vector.

```lean
/-- The operator `|v⟩⟨v|`. -/
def proj (v : E) : Module.End ℂ E where
  toFun x := ⟪v, x⟫_ℂ • v
  map_add' x y := by rw [inner_add_right, add_smul]
  map_smul' a x := by rw [inner_smul_right, mul_smul, RingHom.id_apply]
```

The estimate is complex-valued because $O$ need not be Hermitian.

```lean
/-- The virtual distillation estimate `tr(O ρ^m) / tr(ρ^m)` from `m` copies of `ρ`. -/
def estimate (ρ : Module.End ℂ E) (O : E →L[ℂ] E) (m : ℕ) : ℂ :=
  LinearMap.trace ℂ E ((O : E →ₗ[ℂ] E) * ρ ^ m) / LinearMap.trace ℂ E (ρ ^ m)
```

The observable for the two-level example is defined for any vector $w$.

```lean
/-- The observable `1 - 2|w⟩⟨w|`. -/
def signFlip (w : E) : E →L[ℂ] E :=
  LinearMap.toContinuousLinearMap ((1 : Module.End ℂ E) - (2 : ℂ) • proj w)
```

## Projectors, powers and spectra

The first lemmas give the action of the projector, the normalisation of $v$ and $P^2=P$.

```lean
omit [FiniteDimensional ℂ E] in
lemma proj_apply (v x : E) : proj v x = ⟪v, x⟫_ℂ • v := rfl

omit [FiniteDimensional ℂ E] in
lemma inner_self_one {v : E} (hv : ‖v‖ = 1) : ⟪v, v⟫_ℂ = 1 := by
  rw [inner_self_eq_norm_sq_to_K, hv]; simp

omit [FiniteDimensional ℂ E] in
lemma proj_mul_self {v : E} (hv : ‖v‖ = 1) : proj v * proj v = proj v :=
  LinearMap.ext fun x => by
    rw [Module.End.mul_apply, proj_apply v x, proj_apply, inner_smul_right,
      inner_self_one hv, mul_one]
```

Expanding the trace in an orthonormal basis turns $\operatorname{tr}(AP)$ into an expectation value.

```lean
/-- The trace of `A|v⟩⟨v|` is the inner product `⟨v, A v⟩`. -/
theorem trace_mul_proj (A : Module.End ℂ E) (v : E) :
    LinearMap.trace ℂ E (A * proj v) = ⟪v, A v⟫_ℂ := by
  rw [LinearMap.trace_eq_sum_inner _ (stdOrthonormalBasis ℂ E),
    ← (stdOrthonormalBasis ℂ E).sum_inner_mul_inner v (A v)]
  refine Finset.sum_congr rfl fun i _ => ?_
  rw [Module.End.mul_apply, proj_apply, map_smul, inner_smul_right]
```

Induction on `k` removes the cross terms; the exponent `k + 1` encodes $m\ge1$.

```lean
omit [FiniteDimensional ℂ E] in
/-- If a projector `P` and an operator `σ` annihilate each other, the positive powers of
`c P + σ` have no cross terms. -/
theorem pow_split {P σ : Module.End ℂ E} (c : ℂ) (hP : P * P = P) (h1 : σ * P = 0)
    (h2 : P * σ = 0) (k : ℕ) : (c • P + σ) ^ (k + 1) = c ^ (k + 1) • P + σ ^ (k + 1) := by
  induction k with
  | zero => simp
  | succ k ih =>
    have h3 : σ ^ (k + 1) * P = 0 := by rw [pow_succ, mul_assoc, h1, mul_zero]
    rw [pow_succ (c • P + σ), ih, add_mul, mul_add, mul_add, smul_mul_smul_comm, hP,
      smul_mul_assoc, h2, mul_smul_comm, h3, smul_zero, smul_zero, add_zero, zero_add,
      ← pow_succ c, ← pow_succ σ]
```

The spectral theorem supplies `p` and `u`, and both traces become sums over eigenvalues.

```lean
/-- For a symmetric positive operator `σ` there are nonnegative reals `p i` and an orthonormal basis
`u i` such that, for all `A` and `m`, the trace of `A σ^m` is the sum of `(p i)^m ⟨u i, A (u i)⟩`
and the trace of `σ^m` is the sum of `(p i)^m`. -/
theorem exists_spectrum {σ : Module.End ℂ E} (hs : ∀ x y, ⟪σ x, y⟫_ℂ = ⟪x, σ y⟫_ℂ)
    (hpos : ∀ x, 0 ≤ (⟪x, σ x⟫_ℂ).re) :
    ∃ (p : Fin (Module.finrank ℂ E) → ℝ) (u : OrthonormalBasis (Fin (Module.finrank ℂ E)) ℂ E),
      (∀ i, 0 ≤ p i) ∧
      (∀ (A : Module.End ℂ E) (m : ℕ),
        LinearMap.trace ℂ E (A * σ ^ m) = ∑ i, (p i : ℂ) ^ m * ⟪u i, A (u i)⟫_ℂ) ∧
      ∀ m : ℕ, LinearMap.trace ℂ E (σ ^ m) = ((∑ i, p i ^ m : ℝ) : ℂ) := by
  have hS : LinearMap.IsSymmetric σ := hs
  obtain ⟨p, u, hu⟩ : ∃ (p : Fin (Module.finrank ℂ E) → ℝ)
      (u : OrthonormalBasis (Fin (Module.finrank ℂ E)) ℂ E), ∀ i, σ (u i) = (p i : ℂ) • u i :=
    ⟨hS.eigenvalues rfl, hS.eigenvectorBasis rfl, fun i => hS.apply_eigenvectorBasis rfl i⟩
  have h1 : ∀ i, ⟪u i, u i⟫_ℂ = 1 := fun i => inner_self_one (u.orthonormal.1 i)
  have hpow : ∀ (m : ℕ) i, (σ ^ m) (u i) = (p i : ℂ) ^ m • u i := by
    intro m i
    induction m with
    | zero => simp
    | succ m ih => rw [pow_succ', Module.End.mul_apply, ih, map_smul, hu, smul_smul, ← pow_succ]
  have hA : ∀ (A : Module.End ℂ E) (m : ℕ),
      LinearMap.trace ℂ E (A * σ ^ m) = ∑ i, (p i : ℂ) ^ m * ⟪u i, A (u i)⟫_ℂ := by
    intro A m
    rw [LinearMap.trace_eq_sum_inner _ u]
    refine Finset.sum_congr rfl fun i _ => ?_
    rw [Module.End.mul_apply, hpow, map_smul, inner_smul_right]
  refine ⟨p, u, fun i => ?_, hA, fun m => ?_⟩
  · have h := hpos (u i)
    rw [hu, inner_smul_right, h1, mul_one, Complex.ofReal_re] at h
    exact h
  · have h := hA 1 m
    rw [one_mul] at h
    rw [h]
    push_cast
    exact Finset.sum_congr rfl fun i _ => by rw [Module.End.one_apply, h1, mul_one]
```

Next come the symmetry of the projector and the properties of $\sigma$. Positivity is tested on $y$, as in the derivation.

```lean
omit [FiniteDimensional ℂ E] in
lemma proj_symm (v x y : E) : ⟪proj v x, y⟫_ℂ = ⟪x, proj v y⟫_ℂ := by
  rw [proj_apply, proj_apply, inner_smul_left, inner_smul_right, inner_conj_symm]; ring

omit [FiniteDimensional ℂ E] in
/-- Removing the component `c|v⟩⟨v|` of a unit eigenvector `v` with eigenvalue `c` from a density
operator leaves a symmetric positive operator that `|v⟩⟨v|` annihilates on both sides. -/
theorem residual {ρ : Module.End ℂ E} (hρ : IsDensity ρ) {v : E} (hv : ‖v‖ = 1) {c : ℝ}
    (hc : ρ v = (c : ℂ) • v) :
    (∀ x y, ⟪(ρ - (c : ℂ) • proj v) x, y⟫_ℂ = ⟪x, (ρ - (c : ℂ) • proj v) y⟫_ℂ) ∧
    (∀ x, 0 ≤ (⟪x, (ρ - (c : ℂ) • proj v) x⟫_ℂ).re) ∧
    (ρ - (c : ℂ) • proj v) * proj v = 0 ∧ proj v * (ρ - (c : ℂ) • proj v) = 0 := by
  have happ : ∀ x, (ρ - (c : ℂ) • proj v) x = ρ x - (c : ℂ) • proj v x := fun _ => rfl
  have key : ∀ x, ⟪v, (ρ - (c : ℂ) • proj v) x⟫_ℂ = 0 := by
    intro x
    rw [happ, proj_apply, inner_sub_right, inner_smul_right, inner_smul_right,
      inner_self_one hv, ← hρ.symmetric v x, hc, inner_smul_left, Complex.conj_ofReal]
    ring
  refine ⟨fun x y => ?_, fun x => ?_, LinearMap.ext fun x => ?_, LinearMap.ext fun x => ?_⟩
  · rw [happ, happ, inner_sub_left, inner_sub_right, inner_smul_left, inner_smul_right,
      Complex.conj_ofReal, hρ.symmetric, proj_symm]
  · -- test positivity of `ρ` on the part of `x` orthogonal to `v`
    have h := hρ.nonneg (x - ⟪v, x⟫_ℂ • v)
    have e : ρ (x - ⟪v, x⟫_ℂ • v) = (ρ - (c : ℂ) • proj v) x := by
      rw [happ, proj_apply, map_sub, map_smul, hc, smul_comm]
    rw [e, inner_sub_left, inner_smul_left, key, mul_zero, sub_zero] at h
    exact h
  · rw [Module.End.mul_apply, proj_apply, map_smul, happ, proj_apply, inner_self_one hv,
      one_smul, hc, sub_self, smul_zero, LinearMap.zero_apply]
  · rw [Module.End.mul_apply, proj_apply, key, zero_smul, LinearMap.zero_apply]
```

Two lemmas remain: $|\langle x,Ox\rangle|\le\|O\|$ for unit $x$, and the split of the trace into eigenvector and residual parts.

```lean
omit [FiniteDimensional ℂ E] in
lemma expect_le (O : E →L[ℂ] E) {x : E} (hx : ‖x‖ = 1) : ‖⟪x, O x⟫_ℂ‖ ≤ ‖O‖ := by
  have h1 := norm_inner_le_norm (𝕜 := ℂ) x (O x)
  have h2 := O.le_opNorm x
  rw [hx] at h1 h2
  linarith

lemma trace_split (A τ : Module.End ℂ E) (a : ℂ) (v : E) :
    LinearMap.trace ℂ E (A * (a • proj v + τ)) = a * ⟪v, A v⟫_ℂ + LinearMap.trace ℂ E (A * τ) := by
  rw [mul_add, mul_smul_comm, map_add, map_smul, trace_mul_proj, smul_eq_mul]
```

## The bounds and a mixture attaining the sharper one

`error_le_sharp` also proves $c\le1$, which is not assumed. In its proof `hSQ` is the bound on $S$, `hX` the bound on $X$, and `e` the identity for the error. Monotonicity in $S$ is handled by cross-multiplying the two fractions.

```lean
/-- Let `v` be a unit eigenvector of a density operator with eigenvalue `c > 0`. Then `c ≤ 1`, and
the virtual distillation estimate with `m ≥ 1` copies differs from `⟨v, O v⟩` by at most `2‖O‖
(1-c)^m / (c^m + (1-c)^m)`. -/
theorem error_le_sharp {ρ : Module.End ℂ E} (hρ : IsDensity ρ) {v : E} (hv : ‖v‖ = 1) {c : ℝ}
    (hc : ρ v = (c : ℂ) • v) (hc0 : 0 < c) (O : E →L[ℂ] E) {m : ℕ} (hm : 1 ≤ m) :
    c ≤ 1 ∧ ‖estimate ρ O m - ⟪v, O v⟫_ℂ‖ ≤
      2 * ‖O‖ * (1 - c) ^ m / (c ^ m + (1 - c) ^ m) := by
  obtain ⟨k, rfl⟩ : ∃ k, m = k + 1 := ⟨m - 1, by omega⟩
  obtain ⟨hs, hpos, h1, h2⟩ := residual hρ hv hc
  have hsplit : ρ = (c : ℂ) • proj v + (ρ - (c : ℂ) • proj v) := by abel
  have htr : LinearMap.trace ℂ E (ρ - (c : ℂ) • proj v) = ((1 - c : ℝ) : ℂ) := by
    have h := trace_mul_proj 1 v
    rw [one_mul, Module.End.one_apply, inner_self_one hv] at h
    rw [map_sub, map_smul, h, hρ.trace_one]
    simp
  generalize ρ - (c : ℂ) • proj v = σ at *
  obtain ⟨p, u, hp, hA, hT⟩ := exists_spectrum hs hpos
  have hsum : ∑ i, p i = 1 - c := by
    have h := hT 1
    rw [pow_one, htr] at h
    have h' := Complex.ofReal_injective h
    simpa using h'.symm
  have hq : 0 ≤ 1 - c := hsum ▸ Finset.sum_nonneg fun i _ => hp i
  refine ⟨by linarith, ?_⟩
  -- the sum of the powers of the `p i` is at most the power of their sum
  have hSQ : ∑ i, p i ^ (k + 1) ≤ (1 - c) ^ (k + 1) := by
    calc ∑ i, p i ^ (k + 1) ≤ ∑ i, (1 - c) ^ k * p i := by
          refine Finset.sum_le_sum fun i _ => ?_
          have hi : p i ≤ 1 - c :=
            hsum ▸ Finset.single_le_sum (fun j _ => hp j) (Finset.mem_univ i)
          rw [pow_succ]
          exact mul_le_mul_of_nonneg_right (pow_le_pow_left₀ (hp i) hi k) (hp i)
      _ = (1 - c) ^ (k + 1) := by rw [← Finset.mul_sum, hsum, pow_succ]
  have hS0 : 0 ≤ ∑ i, p i ^ (k + 1) := Finset.sum_nonneg fun i _ => pow_nonneg (hp i) _
  have hX : ‖LinearMap.trace ℂ E ((O : E →ₗ[ℂ] E) * σ ^ (k + 1))‖
      ≤ ‖O‖ * ∑ i, p i ^ (k + 1) := by
    rw [hA, Finset.mul_sum]
    refine norm_sum_le_of_le _ fun i _ => ?_
    rw [norm_mul, norm_pow, Complex.norm_real, Real.norm_of_nonneg (hp i), mul_comm]
    exact mul_le_mul_of_nonneg_right (expect_le O (u.orthonormal.1 i)) (pow_nonneg (hp i) _)
  have hden : LinearMap.trace ℂ E (ρ ^ (k + 1))
      = ((c ^ (k + 1) + ∑ i, p i ^ (k + 1) : ℝ) : ℂ) := by
    have h := trace_split 1 (σ ^ (k + 1)) ((c : ℂ) ^ (k + 1)) v
    rw [one_mul, one_mul, Module.End.one_apply, inner_self_one hv, mul_one, hT] at h
    rw [hsplit, pow_split _ (proj_mul_self hv) h1 h2, h]
    push_cast
    rfl
  have hnum : LinearMap.trace ℂ E ((O : E →ₗ[ℂ] E) * ρ ^ (k + 1)) = (c : ℂ) ^ (k + 1) * ⟪v, O v⟫_ℂ
      + LinearMap.trace ℂ E ((O : E →ₗ[ℂ] E) * σ ^ (k + 1)) := by
    rw [hsplit, pow_split _ (proj_mul_self hv) h1 h2, trace_split]
    rfl
  have ha := expect_le O hv
  have hcm : 0 < c ^ (k + 1) := pow_pos hc0 _
  have hQ : 0 ≤ (1 - c) ^ (k + 1) := pow_nonneg hq _
  rw [estimate, hnum, hden]
  generalize LinearMap.trace ℂ E ((O : E →ₗ[ℂ] E) * σ ^ (k + 1)) = X at *
  generalize ∑ i, p i ^ (k + 1) = S at *
  generalize ⟪v, O v⟫_ℂ = a at *
  have hD : 0 < c ^ (k + 1) + S := by linarith
  have hD' : ((c ^ (k + 1) + S : ℝ) : ℂ) ≠ 0 := Complex.ofReal_ne_zero.2 hD.ne'
  have e : ((c : ℂ) ^ (k + 1) * a + X) / ((c ^ (k + 1) + S : ℝ) : ℂ) - a
      = (X - a * (S : ℂ)) / ((c ^ (k + 1) + S : ℝ) : ℂ) := by
    rw [div_sub' hD']
    congr 1
    push_cast
    ring
  have hn : ‖X - a * (S : ℂ)‖ ≤ 2 * ‖O‖ * S := by
    have h := norm_sub_le X (a * (S : ℂ))
    rw [norm_mul, Complex.norm_real, Real.norm_of_nonneg hS0] at h
    have h' := mul_le_mul_of_nonneg_right ha hS0
    linarith
  rw [e, norm_div, Complex.norm_real, Real.norm_of_nonneg hD.le,
    div_le_div_iff₀ hD (by linarith)]
  have h3 := mul_le_mul_of_nonneg_right hn (add_nonneg hcm.le hQ)
  have h4 := mul_nonneg (mul_nonneg (norm_nonneg O) hcm.le) (sub_nonneg.2 hSQ)
  linarith
```

Shrinking the denominator yields the simpler bound.

```lean
/-- Let `v` be a unit eigenvector of a density operator with eigenvalue `c > 0`. The virtual
distillation estimate with `m ≥ 1` copies differs from `⟨v, O v⟩` by at most `2‖O‖ ((1-c)/c)^m`. -/
theorem error_le {ρ : Module.End ℂ E} (hρ : IsDensity ρ) {v : E} (hv : ‖v‖ = 1) {c : ℝ}
    (hc : ρ v = (c : ℂ) • v) (hc0 : 0 < c) (O : E →L[ℂ] E) {m : ℕ} (hm : 1 ≤ m) :
    ‖estimate ρ O m - ⟪v, O v⟫_ℂ‖ ≤ 2 * ‖O‖ * ((1 - c) / c) ^ m := by
  obtain ⟨h1, h⟩ := error_le_sharp hρ hv hc hc0 O hm
  have hQ : 0 ≤ (1 - c) ^ m := pow_nonneg (by linarith) _
  refine h.trans ?_
  rw [div_pow, ← mul_div_assoc]
  exact div_le_div_of_nonneg_left (by positivity) (pow_pos hc0 m) (by linarith)
```

The last theorem needs an orthonormal pair, hence dimension at least two. It checks that the mixture is a density operator with eigenvector `v`, obtains the norm of `signFlip w` from preservation of lengths, and evaluates the error.

```lean
/-- Let `v`, `w` be orthonormal, `0 < c ≤ 1` and `m ≥ 1`. Then `c|v⟩⟨v| + (1-c)|w⟩⟨w|` is a density
operator that maps `v` to `c v`, the observable `O = 1 - 2|w⟩⟨w|` has norm one, and the estimate
from `m` copies differs from `⟨v, O v⟩` by exactly `2(1-c)^m / (c^m + (1-c)^m)`. -/
theorem error_sharp_witness {v w : E} (hv : ‖v‖ = 1) (hw : ‖w‖ = 1) (hwv : ⟪w, v⟫_ℂ = 0)
    {c : ℝ} (hc0 : 0 < c) (hc1 : c ≤ 1) {m : ℕ} (hm : 1 ≤ m) :
    IsDensity ((c : ℂ) • proj v + ((1 - c : ℝ) : ℂ) • proj w) ∧
    ((c : ℂ) • proj v + ((1 - c : ℝ) : ℂ) • proj w) v = (c : ℂ) • v ∧
    ‖signFlip w‖ = 1 ∧
    ‖estimate ((c : ℂ) • proj v + ((1 - c : ℝ) : ℂ) • proj w) (signFlip w) m
      - ⟪v, signFlip w v⟫_ℂ‖ = 2 * (1 - c) ^ m / (c ^ m + (1 - c) ^ m) := by
  obtain ⟨k, rfl⟩ : ∃ k, m = k + 1 := ⟨m - 1, by omega⟩
  have hvw : ⟪v, w⟫_ℂ = 0 := by rw [← inner_conj_symm, hwv, map_zero]
  have hq : 0 ≤ 1 - c := by linarith
  have happ : ∀ x, ((c : ℂ) • proj v + ((1 - c : ℝ) : ℂ) • proj w) x
      = (c : ℂ) • proj v x + ((1 - c : ℝ) : ℂ) • proj w x := fun _ => rfl
  have hF : ∀ x, signFlip w x = x - (2 : ℂ) • (⟪w, x⟫_ℂ • w) := fun _ => rfl
  have hpp : ∀ z x : E, 0 ≤ (⟪x, proj z x⟫_ℂ).re := by
    intro z x
    rw [proj_apply, inner_smul_right, ← inner_conj_symm x z, Complex.mul_conj, Complex.ofReal_re]
    exact Complex.normSq_nonneg _
  have htr : ∀ z : E, ‖z‖ = 1 → LinearMap.trace ℂ E (proj z) = 1 := by
    intro z hz
    have h := trace_mul_proj 1 z
    rwa [one_mul, Module.End.one_apply, inner_self_one hz] at h
  refine ⟨⟨fun x y => ?_, fun x => ?_, ?_⟩, ?_, ?_, ?_⟩
  · rw [happ, happ, inner_add_left, inner_add_right, inner_smul_left, inner_smul_left,
      inner_smul_right, inner_smul_right, Complex.conj_ofReal, Complex.conj_ofReal,
      proj_symm, proj_symm]
  · rw [happ, inner_add_right, inner_smul_right, inner_smul_right, Complex.add_re,
      Complex.re_ofReal_mul, Complex.re_ofReal_mul]
    exact add_nonneg (mul_nonneg hc0.le (hpp v x)) (mul_nonneg hq (hpp w x))
  · rw [map_add, map_smul, map_smul, htr v hv, htr w hw]
    simp
  · rw [happ, proj_apply, proj_apply, inner_self_one hv, hwv, one_smul, zero_smul, smul_zero,
      add_zero]
  · -- the sign flip preserves lengths
    have hn : ∀ x, ‖signFlip w x‖ = ‖x‖ := by
      intro x
      have h : ⟪signFlip w x, signFlip w x⟫_ℂ = ⟪x, x⟫_ℂ := by
        rw [hF]
        simp only [inner_sub_left, inner_sub_right, inner_smul_left, inner_smul_right,
          inner_conj_symm, inner_self_one hw, map_ofNat]
        ring
      rw [norm_eq_sqrt_re_inner (𝕜 := ℂ) (signFlip w x), h, ← norm_eq_sqrt_re_inner]
    refine le_antisymm
      ((signFlip w).opNorm_le_bound zero_le_one fun x => by rw [hn, one_mul]) ?_
    have h := (signFlip w).le_opNorm w
    rwa [hn, hw, mul_one] at h
  · have h1 : (((1 - c : ℝ) : ℂ) • proj w) * proj v = 0 := LinearMap.ext fun x => by
      simp [Module.End.mul_apply, proj_apply, hwv]
    have h2 : proj v * (((1 - c : ℝ) : ℂ) • proj w) = 0 := LinearMap.ext fun x => by
      simp [Module.End.mul_apply, proj_apply, hvw]
    have h3 : (((1 - c : ℝ) : ℂ) • proj w) ^ (k + 1) = ((1 - c : ℝ) : ℂ) ^ (k + 1) • proj w := by
      have h := pow_split ((1 - c : ℝ) : ℂ) (proj_mul_self hw) (zero_mul _) (mul_zero _) k
      rwa [add_zero, zero_pow (Nat.succ_ne_zero k), add_zero] at h
    have hFv : signFlip w v = v := by rw [hF, hwv, zero_smul, smul_zero, sub_zero]
    have hFw : ⟪w, signFlip w w⟫_ℂ = -1 := by
      rw [hF, inner_sub_right, inner_smul_right, inner_smul_right, inner_self_one hw]
      norm_num
    have hnum : LinearMap.trace ℂ E ((signFlip w : E →ₗ[ℂ] E) *
        ((c : ℂ) ^ (k + 1) • proj v + ((1 - c : ℝ) : ℂ) ^ (k + 1) • proj w))
        = (c : ℂ) ^ (k + 1) - ((1 - c : ℝ) : ℂ) ^ (k + 1) := by
      rw [trace_split, mul_smul_comm, map_smul, trace_mul_proj, ContinuousLinearMap.coe_coe,
        hFv, hFw, inner_self_one hv, smul_eq_mul]
      ring
    have hQ : 0 ≤ (1 - c) ^ (k + 1) := pow_nonneg hq _
    have hD : 0 < c ^ (k + 1) + (1 - c) ^ (k + 1) := add_pos_of_pos_of_nonneg (pow_pos hc0 _) hQ
    have hD' : (c : ℂ) ^ (k + 1) + ((1 - c : ℝ) : ℂ) ^ (k + 1) ≠ 0 := by
      exact_mod_cast hD.ne'
    rw [estimate, pow_split _ (proj_mul_self hv) h1 h2, h3, hnum, map_add, map_smul, map_smul,
      htr v hv, htr w hw, hFv, inner_self_one hv, smul_eq_mul, smul_eq_mul, mul_one, mul_one]
    have e : ((c : ℂ) ^ (k + 1) - ((1 - c : ℝ) : ℂ) ^ (k + 1)) /
        ((c : ℂ) ^ (k + 1) + ((1 - c : ℝ) : ℂ) ^ (k + 1)) - 1
        = ((-(2 * (1 - c) ^ (k + 1) / (c ^ (k + 1) + (1 - c) ^ (k + 1))) : ℝ) : ℂ) := by
      rw [div_sub_one hD', Complex.ofReal_neg, Complex.ofReal_div, ← neg_div,
        Complex.ofReal_add, Complex.ofReal_mul, Complex.ofReal_pow, Complex.ofReal_pow,
        Complex.ofReal_ofNat]
      congr 1
      ring
    rw [e, Complex.norm_real, norm_neg, Real.norm_of_nonneg (by positivity)]

end

end VirtualDistillationError
```

```lean
#print axioms VirtualDistillationError.error_le
```

```
'VirtualDistillationError.error_le' depends on axioms: [propext, Classical.choice, Quot.sound]
```
